# With independent branching vectors, a linear two-state crossing has a seam of codimension two and a kinked gap

A common way to search for the lowest-energy point of a conical intersection is to compute the gradient-difference and coupling vectors at a crossing, project both out of the energy gradient, and step along what remains. In a two-state model whose Hamiltonian is real and linear in n nuclear coordinates, such a step preserves the degeneracy, and n − 2 independent directions are left for it when the two vectors are linearly independent.

## Two states and two branching vectors

Let x ∈ ℝⁿ be the nuclear displacement from a point of degeneracy. In Lean it is an element of `EuclideanSpace ℝ (Fin n)`, which carries the usual inner product ⟨·,·⟩ and length |·|.

```lean
import Mathlib

open Module

namespace ConicalIntersection

noncomputable section

variable {n : ℕ}
```

In a fixed basis of two diabatic states, the difference between the diabatic energies enters through

σ_z = diag(1, −1).

```lean
/-- The Pauli matrix `σ_z` in the basis of the two diabatic states. -/
def sigmaZ : Matrix (Fin 2) (Fin 2) ℝ := !![1, 0; 0, -1]
```

The coupling between the states enters through σ_x, with zeros on the diagonal and ones off it.

```lean
/-- The Pauli matrix `σ_x`, which couples the two diabatic states. -/
def sigmaX : Matrix (Fin 2) (Fin 2) ℝ := !![0, 1; 1, 0]
```

Two fixed vectors g and h say how the displacement tunes and couples the states. Write u = ⟨g,x⟩ and v = ⟨h,x⟩. Then

H(x) = u σ_z + v σ_x.

The diabatic energies are ±u, so g is half the gradient of their difference. An energy common to both states is left out, since it shifts both levels equally. The matrix is real, which stands for a molecule without a magnetic field and with spin–orbit coupling neglected. Higher orders in x and all other electronic states are also absent, so the flat seam found below is a local picture of what is generally a curved one.

```lean
/-- The linear vibronic Hamiltonian `H(x) = ⟨g,x⟩ σ_z + ⟨h,x⟩ σ_x` at the nuclear
displacement `x`. -/
def hamiltonian (g h x : EuclideanSpace ℝ (Fin n)) : Matrix (Fin 2) (Fin 2) ℝ :=
  inner ℝ g x • sigmaZ + inner ℝ h x • sigmaX
```

The gap is the highest eigenvalue minus the lowest. Because `gap` is defined from the spectrum, its closed formula has to be proved.

```lean
/-- The energy gap: the largest minus the smallest eigenvalue of `H(x)`. -/
def gap (g h x : EuclideanSpace ℝ (Fin n)) : ℝ :=
  sSup (spectrum ℝ (hamiltonian g h x)) - sInf (spectrum ℝ (hamiltonian g h x))
```

The candidate for the degenerate set is the space of displacements orthogonal to the span of g and h.

```lean
/-- The seam: the subspace of displacements orthogonal to both `g` and `h`. -/
def seam (g h : EuclideanSpace ℝ (Fin n)) : Submodule ℝ (EuclideanSpace ℝ (Fin n)) :=
  (Submodule.span ℝ {g, h})ᗮ
```

One more number vanishes exactly when g and h are linearly dependent. With s = ⟨g,h⟩, it is the Gram determinant

G = |g|²|h|² − s².

```lean
/-- The Gram determinant `|g|²|h|² - ⟨g,h⟩²` of the two branching vectors. -/
def gramDet (g h : EuclideanSpace ℝ (Fin n)) : ℝ :=
  ‖g‖ ^ 2 * ‖h‖ ^ 2 - inner ℝ g h ^ 2
```

## Energies and gap

A real number e is an eigenvalue of H(x) when e·1 − H(x) is not invertible, that is, when its determinant vanishes:

det(e·1 − H(x)) = (e − u)(e + u) − v² = e² − (u² + v²).

With r = √(u² + v²), this is (e + r)(e − r), so the eigenvalues are −r and r. In the proof, `hdet` is the determinant and `hprod` is the factorisation. The reverse direction substitutes each root.

```lean
/-- The two adiabatic energies are `±√(⟨g,x⟩² + ⟨h,x⟩²)`. -/
theorem spectrum_hamiltonian (g h x : EuclideanSpace ℝ (Fin n)) :
    spectrum ℝ (hamiltonian g h x) =
      {-√(inner ℝ g x ^ 2 + inner ℝ h x ^ 2), √(inner ℝ g x ^ 2 + inner ℝ h x ^ 2)} := by
  ext e
  -- the characteristic polynomial
  have hdet : (algebraMap ℝ (Matrix (Fin 2) (Fin 2) ℝ) e - hamiltonian g h x).det
      = e ^ 2 - (inner ℝ g x ^ 2 + inner ℝ h x ^ 2) := by
    rw [Algebra.algebraMap_eq_smul_one, Matrix.det_fin_two]
    simp [hamiltonian, sigmaX, sigmaZ]
    ring
  have hr := Real.sq_sqrt (add_nonneg (sq_nonneg (inner ℝ g x)) (sq_nonneg (inner ℝ h x)))
  rw [spectrum.mem_iff, Matrix.isUnit_iff_isUnit_det, hdet, isUnit_iff_ne_zero, not_not,
    Set.mem_insert_iff, Set.mem_singleton_iff]
  constructor
  · intro he
    have hprod : (e + √(inner ℝ g x ^ 2 + inner ℝ h x ^ 2))
        * (e - √(inner ℝ g x ^ 2 + inner ℝ h x ^ 2)) = 0 := by
      linear_combination he - hr
    rcases mul_eq_zero.mp hprod with h1 | h1
    · left; linarith
    · right; linarith
  · rintro (he | he)
    · rw [he]; linear_combination hr
    · rw [he]; linear_combination hr
```

Since r ≥ 0, the larger eigenvalue is r and the smaller is −r. Hence

gap(x) = r − (−r) = 2√(u² + v²).

```lean
/-- The gap is `2√(⟨g,x⟩² + ⟨h,x⟩²)`. -/
theorem gap_eq (g h x : EuclideanSpace ℝ (Fin n)) :
    gap g h x = 2 * √(inner ℝ g x ^ 2 + inner ℝ h x ^ 2) := by
  have h0 := Real.sqrt_nonneg (inner ℝ g x ^ 2 + inner ℝ h x ^ 2)
  rw [gap, spectrum_hamiltonian, csSup_pair, csInf_pair, sup_eq_right.2 (by linarith),
    inf_eq_left.2 (by linarith)]
  ring
```

## The degenerate displacements

A vector orthogonal to g and h is orthogonal to every combination of them, because

⟨a g + b h, x⟩ = a u + b v,

which vanishes when u = v = 0. Conversely, g and h themselves belong to the span. Membership in the seam therefore amounts to two scalar equations.

```lean
/-- A displacement lies on the seam exactly when both `⟨g,x⟩` and `⟨h,x⟩` vanish. -/
theorem mem_seam (g h x : EuclideanSpace ℝ (Fin n)) :
    x ∈ seam g h ↔ inner ℝ g x = 0 ∧ inner ℝ h x = 0 := by
  rw [seam, Submodule.mem_orthogonal]
  constructor
  · intro hx
    exact ⟨hx g (Submodule.subset_span (by simp)), hx h (Submodule.subset_span (by simp))⟩
  · rintro ⟨h1, h2⟩ u hu
    obtain ⟨a, b, rfl⟩ := Submodule.mem_span_pair.mp hu
    rw [inner_add_left, real_inner_smul_left, real_inner_smul_left, h1, h2]
    ring
```

The gap vanishes exactly when u² + v² = 0. A sum of two real squares is zero only if both are, so this means u = v = 0, which is the seam.

```lean
/-- The two energies coincide exactly on the seam. -/
theorem gap_eq_zero_iff (g h x : EuclideanSpace ℝ (Fin n)) :
    gap g h x = 0 ↔ x ∈ seam g h := by
  rw [gap_eq, mem_seam]
  constructor
  · intro hz
    have hs : √(inner ℝ g x ^ 2 + inner ℝ h x ^ 2) = 0 := by linarith
    rw [Real.sqrt_eq_zero (by positivity)] at hs
    have h1 := sq_nonneg (inner ℝ g x)
    have h2 := sq_nonneg (inner ℝ h x)
    exact ⟨(pow_eq_zero_iff two_ne_zero).mp (by linarith),
      (pow_eq_zero_iff two_ne_zero).mp (by linarith)⟩
  · rintro ⟨h1, h2⟩
    simp [h1, h2]
```

A subspace and its orthogonal complement have dimensions that add up to n:

dim span{g,h} + dim seam = n.

The span has dimension two exactly when g and h are linearly independent, so the seam has codimension two in that case and in no other. Lean writes this as `finrank ℝ (seam g h) + 2 = n`, which avoids subtraction of natural numbers and forces n ≥ 2. When n = 2 and g and h are linearly independent, the seam is the single point x = 0.

```lean
/-- The seam has codimension two exactly when `g` and `h` are linearly independent. -/
theorem finrank_seam_iff (g h : EuclideanSpace ℝ (Fin n)) :
    finrank ℝ (seam g h) + 2 = n ↔ LinearIndependent ℝ ![g, h] := by
  have hrange : Set.range ![g, h] = {g, h} := by
    ext y
    constructor
    · rintro ⟨i, rfl⟩
      fin_cases i <;> simp
    · rintro (hy | hy)
      · exact ⟨0, hy.symm⟩
      · exact ⟨1, hy.symm⟩
  have hsum := Submodule.finrank_add_finrank_orthogonal (Submodule.span ℝ {g, h})
  rw [finrank_euclideanSpace_fin] at hsum
  rw [linearIndependent_iff_card_eq_finrank_span, Set.finrank, Fintype.card_fin, hrange, seam]
  omega
```

## A lower bound on the opening of the gap

The bound needs the length of a vector in the branching plane:

|a g + b h|² = a²|g|² + 2ab s + b²|h|².

```lean
/-- The squared length of a displacement `a g + b h` in the branching plane. -/
theorem norm_sq_branching (g h : EuclideanSpace ℝ (Fin n)) (a b : ℝ) :
    ‖a • g + b • h‖ ^ 2 = a ^ 2 * ‖g‖ ^ 2 + 2 * a * b * inner ℝ g h + b ^ 2 * ‖h‖ ^ 2 := by
  rw [norm_add_sq_real, norm_smul, norm_smul, real_inner_smul_left, real_inner_smul_right]
  simp only [mul_pow, Real.norm_eq_abs, sq_abs]
  ring
```

Suppose now that g and h are independent. Then w = |h|² g − s h is nonzero, because its coefficient |h|² is. Expanding its length gives

|w|² = |h|⁴|g|² − 2|h|²s² + s²|h|² = |h|² G,

so G > 0.

Next, split off the part of x that lies in the branching plane. Look for p = a g + b h with the same inner products with g and h as x:

a|g|² + b s = u

a s + b|h|² = v

Since G ≠ 0, the solution is

a = (|h|² u − s v)/G

b = (|g|² v − s u)/G

The difference x − p is orthogonal to g and h, so it lies on the seam, and the distance from x to the seam is at most |p|. Taking the inner product of p with itself gives |p|² = a u + b v, hence

G|p|² = |h|²u² − 2s u v + |g|²v².

Adding the non-negative quantity

|u g + v h|² = |g|²u² + 2s u v + |h|²v²

cancels the cross terms and leaves

G|p|² ≤ (|g|² + |h|²)(u² + v²).

Dividing by |g|² + |h|², taking roots and doubling gives

2√(G/(|g|² + |h|²)) · dist(x, seam) ≤ gap(x).

In the proof, `e1` and `e2` are the two linear equations, `hmem` puts x − p on the seam, `hdist` bounds the distance, `hlen` is the formula for G|p|², and `hsq` is the final inequality in squared form. The distance is `Metric.infDist`, the infimum of distances to points of the set. The constant is explicit but not the best possible: for orthonormal g and h it equals √2, while the gap is exactly twice the distance.

```lean
/-- For linearly independent `g` and `h` the gap is at least
`2√(G/(|g|² + |h|²))` times the distance to the seam, where `G > 0` is their Gram determinant. -/
theorem gap_ge_dist {g h : EuclideanSpace ℝ (Fin n)} (hgh : LinearIndependent ℝ ![g, h]) :
    0 < gramDet g h ∧ ∀ x, 2 * √(gramDet g h / (‖g‖ ^ 2 + ‖h‖ ^ 2))
      * Metric.infDist x (seam g h : Set (EuclideanSpace ℝ (Fin n))) ≤ gap g h x := by
  have hh : 0 < ‖h‖ ^ 2 := pow_pos (norm_pos_iff.mpr (hgh.ne_zero 1)) 2
  have hGdef : gramDet g h = ‖g‖ ^ 2 * ‖h‖ ^ 2 - inner ℝ g h ^ 2 := rfl
  -- the vector |h|² g - ⟨g,h⟩ h is nonzero and has squared length |h|² G
  have hG : 0 < gramDet g h := by
    have hw : ‖h‖ ^ 2 • g + (-inner ℝ g h) • h ≠ 0 := fun h0 =>
      hh.ne' (LinearIndependent.pair_iff.mp hgh _ _ h0).1
    have hpos := pow_pos (norm_pos_iff.mpr hw) 2
    rw [norm_sq_branching] at hpos
    refine pos_of_mul_pos_right (a := ‖h‖ ^ 2) ?_ hh.le
    rw [hGdef]
    linarith
  refine ⟨hG, fun x => ?_⟩
  have hT : 0 < ‖g‖ ^ 2 + ‖h‖ ^ 2 := by positivity
  -- solve the Gram system for the component of x in the branching plane
  obtain ⟨a, ha⟩ : ∃ a, a * gramDet g h = ‖h‖ ^ 2 * inner ℝ g x - inner ℝ g h * inner ℝ h x :=
    ⟨_, div_mul_cancel₀ _ hG.ne'⟩
  obtain ⟨b, hb⟩ : ∃ b, b * gramDet g h = ‖g‖ ^ 2 * inner ℝ h x - inner ℝ g h * inner ℝ g x :=
    ⟨_, div_mul_cancel₀ _ hG.ne'⟩
  have e1 : a * ‖g‖ ^ 2 + b * inner ℝ g h = inner ℝ g x := by
    apply mul_right_cancel₀ hG.ne'
    linear_combination ‖g‖ ^ 2 * ha + inner ℝ g h * hb - inner ℝ g x * hGdef
  have e2 : a * inner ℝ g h + b * ‖h‖ ^ 2 = inner ℝ h x := by
    apply mul_right_cancel₀ hG.ne'
    linear_combination inner ℝ g h * ha + ‖h‖ ^ 2 * hb - inner ℝ h x * hGdef
  have hmem : x - (a • g + b • h) ∈ seam g h := by
    rw [mem_seam]
    simp only [inner_sub_right, inner_add_right, real_inner_smul_right,
      real_inner_self_eq_norm_sq, real_inner_comm g h]
    constructor <;> linarith
  have hdist : Metric.infDist x (seam g h : Set (EuclideanSpace ℝ (Fin n)))
      ≤ ‖a • g + b • h‖ := by
    have hd := Metric.infDist_le_dist_of_mem (x := x) (SetLike.mem_coe.mpr hmem)
    rwa [dist_eq_norm, sub_sub_cancel] at hd
  -- compare the length of that component with the gap
  have hlen : gramDet g h * ‖a • g + b • h‖ ^ 2
      = inner ℝ g x * (‖h‖ ^ 2 * inner ℝ g x - inner ℝ g h * inner ℝ h x)
        + inner ℝ h x * (‖g‖ ^ 2 * inner ℝ h x - inner ℝ g h * inner ℝ g x) := by
    rw [norm_sq_branching]
    linear_combination gramDet g h * (a * e1 + b * e2) + inner ℝ g x * ha + inner ℝ h x * hb
  have hpos := sq_nonneg ‖inner ℝ g x • g + inner ℝ h x • h‖
  rw [norm_sq_branching] at hpos
  have hsq : (√(gramDet g h / (‖g‖ ^ 2 + ‖h‖ ^ 2)) * ‖a • g + b • h‖) ^ 2
      ≤ inner ℝ g x ^ 2 + inner ℝ h x ^ 2 := by
    rw [mul_pow, Real.sq_sqrt (div_pos hG hT).le, div_mul_eq_mul_div, div_le_iff₀ hT, hlen]
    linarith
  have hroot := (le_abs_self _).trans (Real.abs_le_sqrt hsq)
  have hmono := mul_le_mul_of_nonneg_left hdist
    (Real.sqrt_nonneg (gramDet g h / (‖g‖ ^ 2 + ‖h‖ ^ 2)))
  rw [gap_eq]
  linarith
```

## The kink at the seam

Start at a seam point x and move by t d, where d is any direction and t is real. The inner products with g and h become t⟨g,d⟩ and t⟨h,d⟩, so

gap(x + t d) = 2√(t²(⟨g,d⟩² + ⟨h,d⟩²)) = |t| gap(d).

```lean
/-- Starting from a point of the seam, the gap along any direction `d` is `|t|` times
the gap at `d`. -/
theorem gap_add_smul {g h x : EuclideanSpace ℝ (Fin n)} (hx : x ∈ seam g h)
    (d : EuclideanSpace ℝ (Fin n)) (t : ℝ) : gap g h (x + t • d) = |t| * gap g h d := by
  obtain ⟨h1, h2⟩ := (mem_seam g h x).mp hx
  have hs : (0 + t * inner ℝ g d) ^ 2 + (0 + t * inner ℝ h d) ^ 2
      = t ^ 2 * (inner ℝ g d ^ 2 + inner ℝ h d ^ 2) := by ring
  rw [gap_eq, gap_eq, inner_add_right, inner_add_right, real_inner_smul_right,
    real_inner_smul_right, h1, h2, hs, Real.sqrt_mul (sq_nonneg t), Real.sqrt_sq_eq_abs]
  ring
```

If gap(d) ≠ 0, this can be solved for the absolute value:

|t| = gap(x + t d)/gap(d).

Were the gap differentiable at x, the chain rule would make the right-hand side differentiable at t = 0, but |t| is not. The proof composes the gap with the line in `hc`, rewrites |t| in `he`, and ends in this contradiction.

For a gradient-based search in this linear model, the consequence is that the gap has no gradient at the points being sought, whereas its square, 4(u² + v²), is a polynomial in x.

```lean
/-- If the gap is nonzero at some displacement `d`, it is not differentiable at any point
of the seam. -/
theorem not_differentiableAt_gap {g h x d : EuclideanSpace ℝ (Fin n)} (hx : x ∈ seam g h)
    (hd : gap g h d ≠ 0) : ¬ DifferentiableAt ℝ (gap g h) x := by
  intro hdiff
  have hline : DifferentiableAt ℝ (fun t : ℝ => x + t • d) 0 := by fun_prop
  have h0 : DifferentiableAt ℝ (gap g h) (x + (0 : ℝ) • d) := by simpa using hdiff
  have hc : DifferentiableAt ℝ (fun t : ℝ => gap g h (x + t • d)) 0 :=
    DifferentiableAt.comp (g := gap g h) (f := fun t : ℝ => x + t • d) 0 h0 hline
  -- the gap along the line is a multiple of |t|
  have he : (abs : ℝ → ℝ) = fun t => gap g h (x + t • d) * (gap g h d)⁻¹ := by
    funext t
    rw [gap_add_smul hx, mul_assoc, mul_inv_cancel₀ hd, mul_one]
  have habs : DifferentiableAt ℝ (abs : ℝ → ℝ) 0 := by
    rw [he]
    exact hc.mul_const _
  exact not_differentiableAt_abs_zero habs
```

## The cone assembled

A direction that opens the gap is g itself:

gap(g) = 2√(|g|⁴ + s²) ≥ 2|g|² > 0.

This supplies the d needed in the previous step, and the remaining clauses collect earlier results.

The only hypothesis of the final theorem, `LinearIndependent ℝ ![g, h]`, says that tuning and coupling act along two genuinely different directions. Under it, the theorem states that:

- the gap equals 2√(⟨g,x⟩² + ⟨h,x⟩²) at every x;
- the set where it vanishes is the seam, whose dimension plus two is n;
- some c > 0 makes the gap at least c times the distance to that set, for all x at once;
- the gap is not differentiable at any point of the seam, and in particular not at 0.

```lean
/-- For linearly independent `g` and `h`, the gap is `2√(⟨g,x⟩² + ⟨h,x⟩²)`, and it vanishes
exactly on a subspace of dimension `n - 2`. It is at least a positive constant times the distance
to this subspace, and is not differentiable at any of its points, the origin included. -/
theorem conical_intersection {g h : EuclideanSpace ℝ (Fin n)}
    (hgh : LinearIndependent ℝ ![g, h]) :
    (∀ x, gap g h x = 2 * √(inner ℝ g x ^ 2 + inner ℝ h x ^ 2)) ∧
    {x | gap g h x = 0} = (seam g h : Set (EuclideanSpace ℝ (Fin n))) ∧
    finrank ℝ (seam g h) + 2 = n ∧
    (∃ c > 0, ∀ x, c * Metric.infDist x {y | gap g h y = 0} ≤ gap g h x) ∧
    (∀ x ∈ seam g h, ¬ DifferentiableAt ℝ (gap g h) x) ∧
    ¬ DifferentiableAt ℝ (gap g h) 0 := by
  have hset : {x | gap g h x = 0} = (seam g h : Set (EuclideanSpace ℝ (Fin n))) :=
    Set.ext fun x => gap_eq_zero_iff g h x
  have hg : g ≠ 0 := hgh.ne_zero 0
  -- the gap opens along g itself
  have hopen : gap g h g ≠ 0 := fun h0 =>
    hg (inner_self_eq_zero.mp ((mem_seam g h g).mp ((gap_eq_zero_iff g h g).mp h0)).1)
  obtain ⟨hG, hbound⟩ := gap_ge_dist hgh
  refine ⟨gap_eq g h, hset, (finrank_seam_iff g h).mpr hgh, ?_,
    fun x hx => not_differentiableAt_gap hx hopen,
    not_differentiableAt_gap (seam g h).zero_mem hopen⟩
  rw [hset]
  have hgn : 0 < ‖g‖ := norm_pos_iff.mpr hg
  exact ⟨_, mul_pos two_pos (Real.sqrt_pos.mpr (div_pos hG (by positivity))), hbound⟩

end

end ConicalIntersection
```

```lean
#print axioms ConicalIntersection.finrank_seam_iff
#print axioms ConicalIntersection.conical_intersection
```

```
'ConicalIntersection.finrank_seam_iff' depends on axioms: [propext, Classical.choice, Quot.sound]
'ConicalIntersection.conical_intersection' depends on axioms: [propext, Classical.choice, Quot.sound]
```

## Parallel or vanishing branching vectors

Take n = 2, g = (1, 0) and h = (0, 0), so that nothing couples the states. Then

gap(x) = 2|x₁|,

where x₁ is the first component of x. The degenerate set is the line x₁ = 0, of dimension one where n − 2 would be zero. The surfaces cross along a line and form no cone, although the kink survives. If g vanishes too, the gap is zero everywhere, and the kink is lost as well. If instead g and h both equal (1, 0), the gap is 2√2|x₁|, and the degenerate set is again the line x₁ = 0.
